# In units of ħ, a spin-1 component along a unit vector equals its own cube

The theorem `spinAlong_cube` concerns the component n·J of a single spin 1 along a real unit vector n = (x, y, z), in units of ħ. Here n·J is the 3×3 complex matrix xJx + yJy + zJz, built from the explicit spin-1 matrices, and the claim is that (n·J)³ = n·J whenever x² + y² + z² = 1. The attempt first proves, entry by entry, the same identity for a matrix with general complex entries `p`, `q`, `w` subject to 2pq + w² = 1. It then writes n·J in that form and checks the condition on its entries.

The failing Lean file:

```lean
import Mathlib

open Complex Matrix

namespace SpinOneTimeReversal

noncomputable section

/-- The number 1/√2, as a complex number. -/
def invSqrtTwo : ℂ := (((Real.sqrt 2)⁻¹ : ℝ) : ℂ)

/-- The spin-1 matrix of the x component, in units of ħ. -/
def Jx : Matrix (Fin 3) (Fin 3) ℂ :=
  !![0, invSqrtTwo, 0; invSqrtTwo, 0, invSqrtTwo; 0, invSqrtTwo, 0]

/-- The spin-1 matrix of the y component, in units of ħ. -/
def Jy : Matrix (Fin 3) (Fin 3) ℂ :=
  !![0, -(I * invSqrtTwo), 0; I * invSqrtTwo, 0, -(I * invSqrtTwo); 0, I * invSqrtTwo, 0]

/-- The spin-1 matrix of the z component, in units of ħ. -/
def Jz : Matrix (Fin 3) (Fin 3) ℂ := !![1, 0, 0; 0, 0, 0; 0, 0, -1]

/-- The spin component n·J along the real vector n = (x, y, z). -/
def spinAlong (x y z : ℝ) : Matrix (Fin 3) (Fin 3) ℂ :=
  (x : ℂ) • Jx + (y : ℂ) • Jy + (z : ℂ) • Jz

/-- The square of 1/√2 is 1/2. -/
theorem invSqrtTwo_mul_self : invSqrtTwo * invSqrtTwo = 1 / 2 := by
  have h : (Real.sqrt 2)⁻¹ * (Real.sqrt 2)⁻¹ = (1 / 2 : ℝ) := by
    rw [← mul_inv, Real.mul_self_sqrt (by norm_num)]
    norm_num
  unfold invSqrtTwo
  rw [← Complex.ofReal_mul, h]
  norm_num

/-- The spin component n·J written out as a 3×3 matrix. -/
theorem spinAlong_eq (x y z : ℝ) : spinAlong x y z =
    !![(z : ℂ), invSqrtTwo * (x - I * y), 0;
       invSqrtTwo * (x + I * y), 0, invSqrtTwo * (x - I * y);
       0, invSqrtTwo * (x + I * y), -(z : ℂ)] := by
  ext i j
  fin_cases i <;> fin_cases j <;> simp [spinAlong, Jx, Jy, Jz] <;> ring

/-- Along a unit vector n, the spin-1 component satisfies (n·J)³ = n·J. -/
theorem spinAlong_cube (x y z : ℝ) (hn : x ^ 2 + y ^ 2 + z ^ 2 = 1) :
    spinAlong x y z * spinAlong x y z * spinAlong x y z = spinAlong x y z := by
  have hc : (x : ℂ) ^ 2 + (y : ℂ) ^ 2 + (z : ℂ) ^ 2 = 1 := by exact_mod_cast hn
  -- only the combination 2pq + z² of the matrix entries matters
  have key : ∀ p q w : ℂ, 2 * (p * q) + w * w = 1 →
      !![w, p, 0; q, 0, p; 0, q, -w] * !![w, p, 0; q, 0, p; 0, q, -w]
        * !![w, p, 0; q, 0, p; 0, q, -w] = !![w, p, 0; q, 0, p; 0, q, -w] := by
    intro p q w h
    ext i j
    fin_cases i <;> fin_cases j <;> simp [Matrix.mul_apply, Fin.sum_univ_three] <;>
      first
        | ring
        | linear_combination w * h
        | linear_combination p * h
        | linear_combination q * h
        | linear_combination (-w) * h
  rw [spinAlong_eq]
  apply key
  linear_combination hc + 2 * ((x : ℂ) ^ 2 - I ^ 2 * (y : ℂ) ^ 2) * invSqrtTwo_mul_self
    - (y : ℂ) ^ 2 * Complex.I_sq

end

end SpinOneTimeReversal
```

Compiling this gives:

```
Try this:
  [apply] ring_nf
  
  The `ring` tactic failed to close the goal. Use `ring_nf` to obtain a normal form.
    
  Note that `ring` works primarily in *commutative* rings. If you have a noncommutative ring, abelian group or module, consider using `noncomm_ring`, `abel` or `module` instead.
Try this:
  [apply] ring_nf
  
  The `ring` tactic failed to close the goal. Use `ring_nf` to obtain a normal form.
    
  Note that `ring` works primarily in *commutative* rings. If you have a noncommutative ring, abelian group or module, consider using `noncomm_ring`, `abel` or `module` instead.
Try this:
  [apply] ring_nf
  
  The `ring` tactic failed to close the goal. Use `ring_nf` to obtain a normal form.
    
  Note that `ring` works primarily in *commutative* rings. If you have a noncommutative ring, abelian group or module, consider using `noncomm_ring`, `abel` or `module` instead.
Try this:
  [apply] ring_nf
  
  The `ring` tactic failed to close the goal. Use `ring_nf` to obtain a normal form.
    
  Note that `ring` works primarily in *commutative* rings. If you have a noncommutative ring, abelian group or module, consider using `noncomm_ring`, `abel` or `module` instead.
Try this:
  [apply] ring_nf
  
  The `ring` tactic failed to close the goal. Use `ring_nf` to obtain a normal form.
    
  Note that `ring` works primarily in *commutative* rings. If you have a noncommutative ring, abelian group or module, consider using `noncomm_ring`, `abel` or `module` instead.
Try this:
  [apply] ring_nf
  
  The `ring` tactic failed to close the goal. Use `ring_nf` to obtain a normal form.
    
  Note that `ring` works primarily in *commutative* rings. If you have a noncommutative ring, abelian group or module, consider using `noncomm_ring`, `abel` or `module` instead.
Main.lean:51:77: error: unsolved goals
case «0».«0»
x y z : ℝ
hn : x ^ 2 + y ^ 2 + z ^ 2 = 1
hc : ↑x ^ 2 + ↑y ^ 2 + ↑z ^ 2 = 1
p q w : ℂ
h : 2 * (p * q) + w * w = 1
⊢ w * p * q * 2 + w ^ 3 = w

case «0».«1»
x y z : ℝ
hn : x ^ 2 + y ^ 2 + z ^ 2 = 1
hc : ↑x ^ 2 + ↑y ^ 2 + ↑z ^ 2 = 1
p q w : ℂ
h : 2 * (p * q) + w * w = 1
⊢ w ^ 2 * p + p ^ 2 * q * 2 = p

case «1».«0»
x y z : ℝ
hn : x ^ 2 + y ^ 2 + z ^ 2 = 1
hc : ↑x ^ 2 + ↑y ^ 2 + ↑z ^ 2 = 1
p q w : ℂ
h : 2 * (p * q) + w * w = 1
⊢ q * w ^ 2 + q ^ 2 * p * 2 = q

case «1».«2»
x y z : ℝ
hn : x ^ 2 + y ^ 2 + z ^ 2 = 1
hc : ↑x ^ 2 + ↑y ^ 2 + ↑z ^ 2 = 1
p q w : ℂ
h : 2 * (p * q) + w * w = 1
⊢ q * p ^ 2 * 2 + p * w ^ 2 = p

case «2».«1»
x y z : ℝ
hn : x ^ 2 + y ^ 2 + z ^ 2 = 1
hc : ↑x ^ 2 + ↑y ^ 2 + ↑z ^ 2 = 1
p q w : ℂ
h : 2 * (p * q) + w * w = 1
⊢ q * w ^ 2 + q ^ 2 * p * 2 = q

case «2».«2»
x y z : ℝ
hn : x ^ 2 + y ^ 2 + z ^ 2 = 1
hc : ↑x ^ 2 + ↑y ^ 2 + ↑z ^ 2 = 1
p q w : ℂ
h : 2 * (p * q) + w * w = 1
⊢ -(w * q * p * 2) - w ^ 3 = -w
```

The change, after which it compiles:

```diff
@@ -46,5 +46,5 @@
     spinAlong x y z * spinAlong x y z * spinAlong x y z = spinAlong x y z := by
   have hc : (x : ℂ) ^ 2 + (y : ℂ) ^ 2 + (z : ℂ) ^ 2 = 1 := by exact_mod_cast hn
-  -- only the combination 2pq + z² of the matrix entries matters
+  -- only the combination 2pq + w² of the matrix entries matters
   have key : ∀ p q w : ℂ, 2 * (p * q) + w * w = 1 →
       !![w, p, 0; q, 0, p; 0, q, -w] * !![w, p, 0; q, 0, p; 0, q, -w]
@@ -54,5 +54,5 @@
     fin_cases i <;> fin_cases j <;> simp [Matrix.mul_apply, Fin.sum_univ_three] <;>
       first
-        | ring
+        | ring1
         | linear_combination w * h
         | linear_combination p * h
```

The error lists six matrix entries left unproved inside `key`. Each needs the hypothesis `h`, that 2pq + w² = 1; the first, for instance, is `w * p * q * 2 + w ^ 3 = w`, which is `h` multiplied by `w`. The `linear_combination` lines were there to supply such multiples, but they were never reached.

The reason is how `ring` behaves inside `first`, which keeps the first alternative that does not fail. When `ring` cannot close a goal, it falls back on `ring_nf`, which here rewrote the goal and left it open. That counts as success, so `first` stopped there. The six "Try this" messages report this fallback.

The repair replaces `ring` with `ring1`, which fails unless it closes the goal. `first` then goes on to the `linear_combination` alternatives, which close the six entries. The other change, from z² to w² in a comment, is mere tidying: it matches the variable name used in `key`.
